# A diagonally preconditioned update of one CI coefficient never raises the energy when its diagonal element lies above the current energy

## Can a one-coefficient CI update be guaranteed not to raise the energy?

I describe a CI wavefunction by a nonzero real coefficient vector $c$ that need not be normalised, so its energy is the Rayleigh quotient $q = (c\cdot Hc)/(c\cdot c)$, with $H$ real symmetric. With the residual $r = Hc - qc$, I change only coefficient $i$, by $t = -r_i/(H_{ii}-q)$, and call the new vector $d$. If $H_{ii} > q$, I believe that $d$ is nonzero and that its energy is exactly

$$q - \frac{r_i^2}{(H_{ii}-q)\,(d\cdot d)}.$$

The energy would then never rise. I would like to see this made rigorous and checked by machine, including the claim that $d$ cannot vanish. What happens when I repeat the update on other coefficients?

## An exact energy drop from the residual, the diagonal gap and the new norm

The Lean file leaves the coefficients unnormalised and puts the norm into the energy. An update is then the plain addition of a number to one coefficient, with no rescaling afterwards. It remains to prove that $d \neq 0$, because the zero vector has no physical energy.

### The drop by direct expansion

Write $E(x) = (x\cdot Hx)/(x\cdot x)$ for the energy of a nonzero vector $x$, $e_i$ for the $i$-th basis vector and $g = H_{ii}-q$ for the gap. Then $d = c + t e_i$ and $gt = -r_i$.

First, $d$ is nonzero. If $d = 0$, then $c = -t e_i$, and $t \neq 0$ because $c \neq 0$. The energy of $c$ would be $t^2H_{ii}/t^2 = H_{ii}$, which contradicts $H_{ii} \neq q$.

Next, expand the quadratic form. Symmetry makes the two cross terms equal, since $c\cdot He_i = e_i\cdot Hc = (Hc)_i$, so

$$d\cdot Hd = c\cdot Hc + 2t\,(Hc)_i + t^2H_{ii}.$$

The squared norm changes in the same way:

$$d\cdot d = c\cdot c + 2t\,c_i + t^2.$$

Subtract $q$ times the second equation from the first. The terms without $t$ cancel because $c\cdot Hc = q\,(c\cdot c)$, and the linear terms combine into the residual:

$$d\cdot Hd - q\,(d\cdot d) = 2t\,r_i + t^2 g.$$

Since $tg = -r_i$, the right side is $2t r_i - t r_i = t r_i = -r_i^2/g$. Dividing by $d\cdot d > 0$ gives

$$E(d) = q - \frac{r_i^2}{g\,(d\cdot d)}.$$

For $g > 0$ the subtracted term is nonnegative, so $E(d) \le q$, with strict inequality when $r_i \neq 0$. Multiplying out gives a form that holds for either sign of the gap:

$$(q - E(d))\,g\,(d\cdot d) = r_i^2.$$

### An energy rise when the gap is negative

Take $H = \mathrm{diag}(0, 2)$ and $c = (1,1)$. Then $q = 1$ and $r = (-1, 1)$.

- For the second coefficient the gap is $2 - 1 = 1$ and the step is $-1$. The new vector is $(1,0)$ and the energy falls from 1 to 0.
- For the first coefficient the gap is $0 - 1 = -1$ and the step is again $-1$. The new vector is $(0,1)$ and the energy rises from 1 to 2.

In the second case the update removes the ground-state component. Without the condition $H_{ii} > q$, the claim that the energy never rises is therefore false.

### How the Lean statements describe the CI problem

The index type `n` is any finite type, and its elements label the determinants or configurations. The matrix `H : Matrix n n ℝ` is the CI matrix, and `hH : H.IsSymm` says that it is symmetric. The coefficients are a function `c : n → ℝ`. Because the squared norm is `c ⬝ᵥ c`, the basis is taken to be orthonormal.

The definitions `energy`, `residual` and `step` are $E(c)$, $r$ and $t$. The vector $d$ is `relax H c i`, where `Pi.single i` places the step in coefficient $i$ and zeros elsewhere. Relaxation here means this one step; in general it is not the exact minimisation of the energy over that coefficient.

The main theorem, `relax_energy`, assumes symmetry, `c ≠ 0` and `energy H c < H i i`. The last condition says that configuration $i$, taken alone, has a higher energy than the present wavefunction. The conclusion has three parts: the new vector is nonzero, its energy is given by the exact formula, and that energy is at most the old one.

Four further theorems also assume that `H` is symmetric. They describe the sign of the change, stationary vectors and repeated updates:

- `relax_energy_lt` gives a strict decrease when the gap is positive and $r_i \neq 0$.
- `relax_energy_gt` gives a strict increase when the gap is negative and $r_i \neq 0$.
- `stationary_iff` assumes that the energy lies below every diagonal element. Then no single relaxation changes the energy exactly when $Hc = qc$. For nonzero $c$ this is the eigenvalue equation; the zero vector is not excluded. Lean gives it the energy $0/0 = 0$, and both sides then hold trivially, since its residual and every step are zero.
- `sweep_energy_antitone` treats repeated relaxation. The function `s : ℕ → n` prescribes any order of coefficients, with repetitions allowed. From a nonzero start whose energy lies below the whole diagonal, every vector in the sequence is nonzero and the energies never increase.

In `sweep`, the energy and the residual are evaluated afresh before each update, so $q$ is not a fixed shift.

A single determinant $e_j$ has energy $H_{jj}$ and so does not itself meet the starting condition for the sequence. If $H_{jj}$ is the lowest diagonal element, one relaxation of a coefficient $i$ with $H_{ii} > H_{jj}$ and $H_{ij} \neq 0$ brings the energy strictly below the whole diagonal, and the sequence can start from there.

For a finite real symmetric CI matrix, the result guarantees that the energy does not rise when one coefficient with $H_{ii} > q$ is updated with the diagonally preconditioned residual familiar from Davidson's method; it does not cover changing all coefficients at once. Complex Hermitian matrices and non-orthogonal bases are not treated either. The theorems give no convergence rate and do not say that the sequence reaches the ground state.

### The complete file

```lean
import Mathlib

open Matrix

namespace CoordinateRelaxation

noncomputable section

variable {n : Type*} [Fintype n]

/-- The CI energy of a coefficient vector: its Rayleigh quotient. -/
def energy (H : Matrix n n ℝ) (c : n → ℝ) : ℝ :=
  (c ⬝ᵥ H *ᵥ c) / (c ⬝ᵥ c)

/-- The residual vector `H c - q c`, where `q` is the energy of `c`. -/
def residual (H : Matrix n n ℝ) (c : n → ℝ) : n → ℝ :=
  H *ᵥ c - energy H c • c

/-- The change of coefficient `i`: minus the `i`-th residual component over the diagonal energy gap.
-/
def step (H : Matrix n n ℝ) (c : n → ℝ) (i : n) : ℝ :=
  -residual H c i / (H i i - energy H c)

/-- A nonzero coefficient vector has positive squared norm. -/
theorem normSq_pos {c : n → ℝ} (hc : c ≠ 0) : 0 < c ⬝ᵥ c := by
  have h0 : 0 ≤ c ⬝ᵥ c := by
    unfold dotProduct
    exact Finset.sum_nonneg fun i _ => mul_self_nonneg (c i)
  exact lt_of_le_of_ne h0 (Ne.symm (mt dotProduct_self_eq_zero.1 hc))

variable [DecidableEq n]

/-- The coefficient vector after relaxing coefficient `i` alone. -/
def relax (H : Matrix n n ℝ) (c : n → ℝ) (i : n) : n → ℝ :=
  c + Pi.single i (step H c i)

/-- Successive relaxations, the `k`-th one acting on coefficient `s k`. -/
def sweep (H : Matrix n n ℝ) (c : n → ℝ) (s : ℕ → n) : ℕ → (n → ℝ)
  | 0 => c
  | k + 1 => relax H (sweep H c s k) (s k)

/-- Changing one coefficient by `t` changes the quadratic form of a symmetric `H`
by a term linear in `t` and a term quadratic in `t`. -/
theorem quadratic_single_change {H : Matrix n n ℝ} (hH : H.IsSymm)
    (c : n → ℝ) (i : n) (t : ℝ) :
    (c + Pi.single i t) ⬝ᵥ H *ᵥ (c + Pi.single i t)
      = c ⬝ᵥ H *ᵥ c + 2 * t * (H *ᵥ c) i + t ^ 2 * H i i := by
  -- symmetry makes the two cross terms equal
  have h1 : c ⬝ᵥ H *ᵥ (Pi.single i t) = t * (H *ᵥ c) i := by
    rw [Matrix.dotProduct_mulVec, ← Matrix.mulVec_transpose, hH.eq, dotProduct_single]
    ring
  have h2 : (Pi.single i t) ⬝ᵥ H *ᵥ c = t * (H *ᵥ c) i := by
    rw [single_dotProduct]
  have h3 : (Pi.single i t) ⬝ᵥ H *ᵥ (Pi.single i t) = t * (H i i * t) := by
    rw [single_dotProduct]
    change t * (H i ⬝ᵥ Pi.single i t) = _
    rw [dotProduct_single]
  rw [Matrix.mulVec_add, dotProduct_add, add_dotProduct, add_dotProduct, h1, h2, h3]
  ring

/-- If the energy of a nonzero `c` differs from `H i i`, no change of coefficient `i`
alone can produce the zero vector. -/
theorem single_change_ne_zero {H : Matrix n n ℝ} {c : n → ℝ} {i : n}
    (hc : c ≠ 0) (hne : H i i ≠ energy H c) (t : ℝ) :
    c + Pi.single i t ≠ 0 := by
  intro h
  -- otherwise `c` is a multiple of the `i`-th basis vector, with energy `H i i`
  have hc' : c = Pi.single i (-t) := by
    rw [eq_neg_of_add_eq_zero_left h, Pi.single_neg]
  have ht : t ≠ 0 := by
    intro h0
    apply hc
    rw [hc', h0]
    simp
  apply hne
  have hm : (H *ᵥ (Pi.single i (-t))) i = H i i * (-t) := by
    change H i ⬝ᵥ Pi.single i (-t) = _
    rw [dotProduct_single]
  rw [hc']
  unfold energy
  rw [single_dotProduct, single_dotProduct, Pi.single_eq_same, hm]
  field_simp

/-- Energy balance of one relaxation of a nonzero `c` when `H i i` differs from its energy: the new
vector is nonzero, and the energy drop times the gap times the squared norm of the new vector is the
square of the `i`-th residual component. -/
theorem energy_balance {H : Matrix n n ℝ} (hH : H.IsSymm) {c : n → ℝ} {i : n}
    (hc : c ≠ 0) (hne : H i i ≠ energy H c) :
    relax H c i ≠ 0 ∧
    (energy H c - energy H (relax H c i)) *
      ((H i i - energy H c) * (relax H c i ⬝ᵥ relax H c i)) = residual H c i ^ 2 := by
  have hd : relax H c i ≠ 0 := single_change_ne_zero hc hne _
  refine ⟨hd, ?_⟩
  have hE : c ⬝ᵥ H *ᵥ c = energy H c * (c ⬝ᵥ c) :=
    (div_mul_cancel₀ _ (normSq_pos hc).ne').symm
  have h1 : relax H c i ⬝ᵥ H *ᵥ relax H c i
      = energy H (relax H c i) * (relax H c i ⬝ᵥ relax H c i) :=
    (div_mul_cancel₀ _ (normSq_pos hd).ne').symm
  have hQ : relax H c i ⬝ᵥ H *ᵥ relax H c i = c ⬝ᵥ H *ᵥ c
      + 2 * step H c i * (H *ᵥ c) i + step H c i ^ 2 * H i i :=
    quadratic_single_change hH c i _
  have hN : relax H c i ⬝ᵥ relax H c i
      = c ⬝ᵥ c + 2 * step H c i * c i + step H c i ^ 2 := by
    unfold relax
    simp only [dotProduct_add, add_dotProduct, single_dotProduct, dotProduct_single,
      Pi.add_apply, Pi.single_eq_same]
    ring
  have hr : residual H c i = (H *ᵥ c) i - energy H c * c i := rfl
  -- the step solves the one-coefficient linear equation
  have h3 : (H i i - energy H c) * step H c i = -residual H c i :=
    mul_div_cancel₀ _ (sub_ne_zero.2 hne)
  have h2 : energy H c * (relax H c i ⬝ᵥ relax H c i) - relax H c i ⬝ᵥ H *ᵥ relax H c i
      = -2 * step H c i * residual H c i - step H c i ^ 2 * (H i i - energy H c) := by
    rw [hQ, hN, hr, hE]
    ring
  linear_combination (H i i - energy H c) * h2 + (H i i - energy H c) * h1
    - ((H i i - energy H c) * step H c i + residual H c i) * h3

/-- For nonzero `c`, relaxing a coefficient whose diagonal element lies above the energy gives a
nonzero vector, with the stated exact energy, which is never above the old one. -/
theorem relax_energy {H : Matrix n n ℝ} (hH : H.IsSymm) {c : n → ℝ} {i : n}
    (hc : c ≠ 0) (hi : energy H c < H i i) :
    relax H c i ≠ 0 ∧
    energy H (relax H c i) = energy H c
      - residual H c i ^ 2 / ((H i i - energy H c) * (relax H c i ⬝ᵥ relax H c i)) ∧
    energy H (relax H c i) ≤ energy H c := by
  obtain ⟨hd, hb⟩ := energy_balance hH hc hi.ne'
  have hpos := mul_pos (sub_pos.2 hi) (normSq_pos hd)
  have hdrop := (eq_div_iff hpos.ne').2 hb
  have hnn := div_nonneg (sq_nonneg (residual H c i)) hpos.le
  exact ⟨hd, by linarith, by linarith⟩

/-- If the diagonal element lies above the energy and the residual component is nonzero,
the relaxation strictly lowers the energy. -/
theorem relax_energy_lt {H : Matrix n n ℝ} (hH : H.IsSymm) {c : n → ℝ} {i : n}
    (hi : energy H c < H i i) (hr : residual H c i ≠ 0) :
    energy H (relax H c i) < energy H c := by
  have hc : c ≠ 0 := by
    rintro rfl
    exact hr (by simp [residual])
  obtain ⟨hd, hb⟩ := energy_balance hH hc hi.ne'
  have hpos := mul_pos (sub_pos.2 hi) (normSq_pos hd)
  have hdrop := (eq_div_iff hpos.ne').2 hb
  have hp := div_pos (pow_pos (abs_pos.2 hr) 2) hpos
  rw [sq_abs] at hp
  linarith

/-- If the diagonal element lies below the energy and the residual component is nonzero,
the same update strictly raises the energy. -/
theorem relax_energy_gt {H : Matrix n n ℝ} (hH : H.IsSymm) {c : n → ℝ} {i : n}
    (hi : H i i < energy H c) (hr : residual H c i ≠ 0) :
    energy H c < energy H (relax H c i) := by
  have hc : c ≠ 0 := by
    rintro rfl
    exact hr (by simp [residual])
  obtain ⟨hd, hb⟩ := energy_balance hH hc hi.ne
  have hneg := mul_neg_of_neg_of_pos (sub_neg.2 hi) (normSq_pos hd)
  have hp := pow_pos (abs_pos.2 hr) 2
  rw [sq_abs] at hp
  by_contra hle
  have := mul_nonneg (sub_nonneg.2 (not_lt.1 hle)) (neg_nonneg.2 hneg.le)
  rw [mul_neg, hb] at this
  linarith

/-- For an energy below every diagonal element, no single relaxation changes the energy
exactly when `c` satisfies the eigenvalue equation with its own energy. -/
theorem stationary_iff {H : Matrix n n ℝ} (hH : H.IsSymm) {c : n → ℝ}
    (hdiag : ∀ i, energy H c < H i i) :
    (∀ i, energy H (relax H c i) = energy H c) ↔ H *ᵥ c = energy H c • c := by
  constructor
  · intro h
    funext i
    by_contra hne
    refine (relax_energy_lt hH (hdiag i) fun h0 => hne ?_).ne (h i)
    exact sub_eq_zero.1 h0
  · intro h i
    have hr : residual H c i = 0 := by simp [residual, h]
    simp [relax, step, hr]

/-- Starting from a nonzero vector with energy below every diagonal element, relaxations in
any order keep the vector nonzero and never raise the energy. -/
theorem sweep_energy_antitone {H : Matrix n n ℝ} (hH : H.IsSymm) {c : n → ℝ}
    (hc : c ≠ 0) (hdiag : ∀ i, energy H c < H i i) (s : ℕ → n) :
    (∀ k, sweep H c s k ≠ 0) ∧ Antitone (fun k => energy H (sweep H c s k)) := by
  -- the energy stays below the diagonal, so every step is a descent step
  have key : ∀ k, sweep H c s k ≠ 0 ∧ energy H (sweep H c s k) ≤ energy H c := by
    intro k
    induction k with
    | zero => exact ⟨hc, le_refl _⟩
    | succ k ih =>
      obtain ⟨h1, _, h3⟩ := relax_energy hH ih.1 (ih.2.trans_lt (hdiag (s k)))
      exact ⟨h1, h3.trans ih.2⟩
  refine ⟨fun k => (key k).1, antitone_nat_of_succ_le fun k => ?_⟩
  exact (relax_energy hH (key k).1 ((key k).2.trans_lt (hdiag (s k)))).2.2

end

end CoordinateRelaxation
```

```lean
#print axioms CoordinateRelaxation.relax_energy
-- 'CoordinateRelaxation.relax_energy' depends on axioms: [propext, Classical.choice, Quot.sound]
#print axioms CoordinateRelaxation.relax_energy_gt
-- 'CoordinateRelaxation.relax_energy_gt' depends on axioms: [propext, Classical.choice, Quot.sound]
#print axioms CoordinateRelaxation.stationary_iff
-- 'CoordinateRelaxation.stationary_iff' depends on axioms: [propext, Classical.choice, Quot.sound]
#print axioms CoordinateRelaxation.sweep_energy_antitone
-- 'CoordinateRelaxation.sweep_energy_antitone' depends on axioms: [propext, Classical.choice, Quot.sound]
```

### How the proof follows the expansion

`normSq_pos` shows that a nonzero vector has a positive squared norm: a sum of squares is nonnegative, and it vanishes only for the zero vector. This justifies the divisions by a squared norm in `energy_balance` and in the theorems that use it.

`quadratic_single_change` is the expansion of $d\cdot Hd$, stated for an arbitrary change $t$. Its facts `h1` and `h2` evaluate the two cross terms, and `h3` evaluates the diagonal term. Symmetry enters in `h1`, where $H$ is moved from one side of the dot product to the other and its transpose is replaced by $H$. After the sum has been expanded, `ring` collects the terms.

`single_change_ne_zero` is the argument that $d$ cannot vanish. It holds for every $t$, provided that $c$ is nonzero and $H_{ii}$ differs from the energy of $c$. Assuming that the changed vector is zero, it writes $c$ as a multiple of the basis vector, shows that the factor is nonzero, and computes the energy as $H_{ii}$.

`energy_balance` proves the division-free identity for a gap of either sign. Its intermediate facts match the derivation:

- `hE` and `h1` write the quadratic forms of $c$ and $d$ as energy times squared norm.
- `hQ` and `hN` expand $d\cdot Hd$ and $d\cdot d$.
- `h2` is the subtraction that produces the residual, with the opposite overall sign.
- `h3` is the equation $gt = -r_i$.

The final `linear_combination` multiplies `h2` and `h1` by the gap. What remains between the two sides of the balance is $-(gt + r_i)^2$, which is zero by `h3`.

`relax_energy` divides the balance by $g\,(d\cdot d)$, which is positive under its hypothesis. The fact `hdrop` is the resulting formula for the energy drop and `hnn` says that the drop is nonnegative; `linarith` then gives the exact energy and the inequality. `relax_energy_lt` does the same with a strictly positive drop. It does not assume $c \neq 0$, because a nonzero residual component already rules out the zero vector.

`relax_energy_gt` argues by contradiction. If the energy did not rise, $q - E(d)$ would be nonnegative. Multiplied by the negative quantity $g\,(d\cdot d)$, it could not give the positive number $r_i^2$.

For `stationary_iff`, suppose first that no relaxation changes the energy. A component in which $Hc$ and $qc$ differ would be a nonzero residual component, and relaxing it would strictly lower the energy. Conversely, if $Hc = qc$, every residual component is zero, every step is zero, and each relaxation returns $c$ itself.

`sweep_energy_antitone` first proves `key` by induction: after $k$ updates the vector is nonzero and its energy is at most the initial one. The initial energy lies below every diagonal element, so the current energy does too, and `relax_energy` applies to the next coefficient, whichever it is. Its inequality for each single update then gives the monotonic sequence through `antitone_nat_of_succ_le`.
